# The velocity term in the time-dependent PAW equation for moving nuclei, in a finite basis

A simulation that represents electrons by smooth pseudo states ψ and propagates them in real time while the nuclei move advances each ψ step by step in time. In the projector augmented-wave (PAW) method the physical state is Tψ, where the transformation T depends on the nuclear positions R, and it is Tψ that obeys the Schrödinger equation with Hamiltonian H. The time derivative ψ' of the pseudo state then satisfies the following equation, which a propagation scheme discretises and which fixes ψ' uniquely when S is invertible:

    i S ψ' = (T†HT + P) ψ,    S = T†T,

in units with ħ = 1. The matrix P accounts for the motion of T with the nuclei. This equation is derived below for one state at one instant in a finite, fixed, orthonormal basis, with classical nuclei on a given differentiable path. The projectors and partial waves that make up T are assumed differentiable in the nuclear positions, and ψ is assumed differentiable in time.

## Matrices that depend on time and on geometry

```lean
import Mathlib

open Matrix
open Complex (I)

namespace MovingNucleiPAW

noncomputable section

variable {n k ι m l p : Type*}
```

The index sets are named here: `n` labels basis functions, `k` projector channels and `ι` nuclear coordinates, for example the Cartesian components of all atoms. The letters `m`, `l`, `p` index generic rectangular matrices. Lean writes the imaginary unit as `I`. In the formulas below, i as a factor is that unit, and i as a subscript is a matrix index.

```lean
/-- The time-dependent matrix `A` has entrywise time derivative `A'` at time `t`. -/
def HasMatDerivAt (A : ℝ → Matrix m l ℂ) (A' : Matrix m l ℂ) (t : ℝ) : Prop :=
  ∀ i j, HasDerivAt (fun s => A s i j) (A' i j) t
```

Time is a real number. `HasMatDerivAt A A' t` says that every entry A_ij(s), as a function of the time s, is differentiable at s = t with derivative A'_ij. The notation `fun s => A s i j` is the function s ↦ A_ij(s).

```lean
/-- Every entry of `B` is differentiable in the nuclear coordinates at the geometry `x`. -/
def MatDifferentiableAt [Fintype ι] (B : (ι → ℝ) → Matrix m l ℂ) (x : ι → ℝ) : Prop :=
  ∀ i j, DifferentiableAt ℝ (fun y => B y i j) x
```

A geometry is a real vector `x : ι → ℝ`, one number per coordinate. The condition asks that each complex entry B_ij be differentiable at x as a function of all coordinates jointly, that is, approximated to first order by a real-linear map of the displacement. With two or more coordinates this is stronger than the existence of the separate partial derivatives (with a single coordinate the two coincide), and it is the form the chain rule uses.

```lean
/-- The entrywise partial derivative `∂_a B` along the nuclear coordinate `a` at geometry `x`. -/
def partialDeriv [Fintype ι] [DecidableEq ι] (B : (ι → ℝ) → Matrix m l ℂ) (x : ι → ℝ) (a : ι) :
    Matrix m l ℂ :=
  Matrix.of fun i j => fderiv ℝ (fun y => B y i j) x (Pi.single a 1 : ι → ℝ)
```

`fderiv ℝ` is that linear map, and `Pi.single a 1` is the unit vector e_a along coordinate a, so the definition reads

    (∂_a B)_ij = ∂B_ij/∂x_a at x.

## Four rules of differentiation

```lean
/-- Chain rule along a nuclear trajectory with velocity `v`:
`d/dt B(R(t)) = ∑_a v_a ∂_a B`. -/
theorem hasMatDerivAt_along [Fintype ι] [DecidableEq ι] {B : (ι → ℝ) → Matrix m l ℂ}
    {R : ℝ → ι → ℝ} {v : ι → ℝ} {t : ℝ}
    (hB : MatDifferentiableAt B (R t)) (hR : HasDerivAt R v t) :
    HasMatDerivAt (fun s => B (R s)) (∑ a, v a • partialDeriv B (R t) a) t := by
  intro i j
  have h := (hB i j).hasFDerivAt.comp_hasDerivAt t hR
  -- expand the velocity in coordinate directions
  have hv : v = ∑ a, v a • (Pi.single a 1 : ι → ℝ) := by
    ext b
    simp [Finset.sum_apply, Pi.single_apply]
  have key : fderiv ℝ (fun y => B y i j) (R t) v
      = (∑ a, v a • partialDeriv B (R t) a) i j := by
    conv_lhs => rw [hv]
    simp only [map_sum, map_smul, partialDeriv, Matrix.sum_apply, Matrix.smul_apply,
      Matrix.of_apply]
  exact h.congr_deriv key
```

The trajectory R(s) has velocity v at time t; this is the hypothesis `hR : HasDerivAt R v t`. With B differentiable at R(t), the conclusion is

    d/dt B(R(t)) = Σ_a v_a ∂_a B.

By hand, the chain rule gives the derivative of an entry as the differential of B_ij applied to v. Writing v = Σ_a v_a e_a and using linearity of the differential gives the sum. In the proof `h` is the chain rule, `hv` is the expansion of v, and `key` moves the sum and the factors v_a out of the differential through `map_sum` and `map_smul`. The last line, `h.congr_deriv key`, replaces the value of the derivative by the equal expression.

```lean
/-- The time derivative of the adjoint is the adjoint of the time derivative. -/
theorem hasMatDerivAt_adjoint {A : ℝ → Matrix m l ℂ} {A' : Matrix m l ℂ} {t : ℝ}
    (h : HasMatDerivAt A A' t) : HasMatDerivAt (fun s => (A s)ᴴ) A'ᴴ t := by
  intro i j
  exact (h j i).star
```

`ᴴ` is the conjugate transpose †. Since (A†)_ij is the complex conjugate of A_ji, and conjugation commutes with a derivative in a real variable,

    d/dt (A†) = (A')†.

The proof swaps the indices, `h j i`, and conjugates with `.star`.

```lean
/-- Product rule for time-dependent matrices: `(A D)' = A' D + A D'`. -/
theorem hasMatDerivAt_mul [Fintype l] {A : ℝ → Matrix m l ℂ} {A' : Matrix m l ℂ}
    {D : ℝ → Matrix l p ℂ} {D' : Matrix l p ℂ} {t : ℝ}
    (hA : HasMatDerivAt A A' t) (hD : HasMatDerivAt D D' t) :
    HasMatDerivAt (fun s => A s * D s) (A' * D t + A t * D') t := by
  intro i j
  have h := HasDerivAt.fun_sum (u := Finset.univ) fun a _ => (hA i a).fun_mul (hD a j)
  simp only [Matrix.mul_apply, Matrix.add_apply]
  exact h.congr_deriv (by simp [Finset.sum_add_distrib])
```

This is the product rule with the order of factors kept. With a now running over the inner index set `l`,

    d/dt Σ_a A_ia D_aj = Σ_a A'_ia D_aj + Σ_a A_ia D'_aj.

`fun_mul` differentiates each term, `HasDerivAt.fun_sum` adds the terms, and the resulting sum is split into the two matrix products.

```lean
/-- Product rule for a time-dependent matrix acting on a time-dependent state:
`(A ψ)' = A' ψ + A ψ'`. -/
theorem hasDerivAt_mulVec [Fintype m] [Fintype l] {A : ℝ → Matrix m l ℂ} {A' : Matrix m l ℂ}
    {ψ : ℝ → l → ℂ} {ψ' : l → ℂ} {t : ℝ}
    (hA : HasMatDerivAt A A' t) (hψ : HasDerivAt ψ ψ' t) :
    HasDerivAt (fun s => A s *ᵥ ψ s) (A' *ᵥ ψ t + A t *ᵥ ψ') t := by
  refine hasDerivAt_pi.2 fun i => ?_
  have h := HasDerivAt.fun_sum (u := Finset.univ)
    fun a _ => (hA i a).fun_mul (hasDerivAt_pi.1 hψ a)
  exact h.congr_deriv (by simp [Matrix.mulVec, dotProduct, Finset.sum_add_distrib])
```

A state is a column of complex coefficients and `*ᵥ` is the action of a matrix on it. The statement is (Aψ)' = A'ψ + Aψ'. The lemma `hasDerivAt_pi` converts between the derivative of a vector and the derivatives of its components, after which the argument is the previous one.

## The transformation, the overlap and the coupling

```lean
variable [Fintype n] [DecidableEq n] [Fintype k] [Fintype ι] [DecidableEq ι]

/-- The PAW transformation `T(x) = 1 + B(x) C(x)†` at nuclear geometry `x`. -/
def transform (B C : (ι → ℝ) → Matrix n k ℂ) (x : ι → ℝ) : Matrix n n ℂ :=
  1 + B x * (C x)ᴴ
```

From here on the three index sets are finite, and

    T(x) = 1 + B(x) C(x)†.

In PAW, T is the identity plus a sum over channels of the ket (all-electron partial wave minus pseudo partial wave) times the bra of the projector function. The columns of B hold the coefficients of the partial-wave differences and the columns of C those of the projectors. Both are attached to atoms and so depend on x. Representing bras by conjugate transposes presumes an orthonormal basis, and since no derivative of the basis appears, it does not move with the nuclei. The same finite basis carries ψ and Tψ, which is an idealisation. Nothing else about B and C is imposed: no duality between projectors and partial waves, no localisation in spheres, no rigid motion with an atom.

```lean
/-- The overlap operator `S(x) = T(x)† T(x)`. -/
def overlap (B C : (ι → ℝ) → Matrix n k ℂ) (x : ι → ℝ) : Matrix n n ℂ :=
  (transform B C x)ᴴ * transform B C x
```

S(x) = T(x)†T(x), so that the inner product of two physical states Tφ and Tψ is φ†Sψ.

```lean
/-- The velocity-weighted sum `∑_a v_a ((∂_a B) C† + B (∂_a C)†)`. -/
def transformRate (B C : (ι → ℝ) → Matrix n k ℂ) (x v : ι → ℝ) : Matrix n n ℂ :=
  ∑ a, v a • (partialDeriv B x a * (C x)ᴴ + B x * (partialDeriv C x a)ᴴ)
```

For a geometry x and a real velocity vector v this is the matrix

    Ṫ = Σ_a v_a ((∂_a B) C† + B (∂_a C)†),

with `•` for multiplication by a scalar. At this point the dot is only a name; that the matrix is a time derivative is proved below.

```lean
/-- The velocity coupling `P = -i ∑_a v_a T† ((∂_a B) C† + B (∂_a C)†)`. -/
def coupling (B C : (ι → ℝ) → Matrix n k ℂ) (x v : ι → ℝ) : Matrix n n ℂ :=
  (-I) • ∑ a, v a • ((transform B C x)ᴴ *
    (partialDeriv B x a * (C x)ᴴ + B x * (partialDeriv C x a)ᴴ))
```

    P = −i Σ_a v_a T† ((∂_a B) C† + B (∂_a C)†).

With this sign, P is added to T†HT in the equation of motion.

## How T changes along the trajectory

```lean
variable {B C : (ι → ℝ) → Matrix n k ℂ} {R : ℝ → ι → ℝ} {v : ι → ℝ} {t : ℝ}
  {ψ : ℝ → n → ℂ} {ψ' χ' : n → ℂ}

omit [Fintype n] in
/-- Along a trajectory with velocity `v`, the transformation has time derivative
`d/dt T(R(t)) = ∑_a v_a ((∂_a B) C† + B (∂_a C)†)`. -/
theorem hasMatDerivAt_transform (hB : MatDifferentiableAt B (R t))
    (hC : MatDifferentiableAt C (R t)) (hR : HasDerivAt R v t) :
    HasMatDerivAt (fun s => transform B C (R s)) (transformRate B C (R t) v) t := by
  have h := hasMatDerivAt_mul (hasMatDerivAt_along hB hR)
    (hasMatDerivAt_adjoint (hasMatDerivAt_along hC hR))
  -- the velocities are real, so they pass through the adjoint
  have key : (∑ a, v a • partialDeriv B (R t) a) * (C (R t))ᴴ
      + B (R t) * (∑ a, v a • partialDeriv C (R t) a)ᴴ = transformRate B C (R t) v := by
    simp only [transformRate, Matrix.sum_mul, Matrix.mul_sum, Matrix.conjTranspose_sum,
      Matrix.conjTranspose_smul, star_trivial, Matrix.smul_mul, Matrix.mul_smul, smul_add,
      Finset.sum_add_distrib]
  intro i j
  exact ((h i j).const_add ((1 : Matrix n n ℂ) i j)).congr_deriv (congrFun (congrFun key i) j)
```

The first lines fix the symbols for all later statements: B, C, the path R, its velocity v, the time t, a state ψ(s), and two vectors ψ' and χ' whose meaning is set by hypotheses. The theorem says that if B and C are differentiable at R(t), then d/dt T(R(t)) = Ṫ. By hand, the identity is constant, and the product, adjoint and chain rules give

    d/dt (B C†) = (Σ_a v_a ∂_a B) C† + B (Σ_a v_a ∂_a C)†.

The velocities are real, so (Σ_a v_a ∂_a C)† = Σ_a v_a (∂_a C)†, and the two sums combine into Ṫ. In Lean, `h` is the displayed line, built from three of the rules above. In `key` the reality of v_a enters as `star_trivial`, and `const_add` restores the constant 1.

```lean
/-- At fixed geometry the coupling `P` is a real-linear function of the nuclear velocities. -/
theorem coupling_linear (B C : (ι → ℝ) → Matrix n k ℂ) (x : ι → ℝ) :
    IsLinearMap ℝ (coupling B C x) := by
  constructor
  · intro v w
    simp only [coupling, Pi.add_apply, add_smul, Finset.sum_add_distrib, smul_add]
  · intro c v
    simp only [coupling, Pi.smul_apply, smul_eq_mul, ← smul_smul, ← Finset.smul_sum]
    exact smul_comm _ _ _
```

At fixed geometry x, writing P(v) for the coupling at velocity v,

    P(v + w) = P(v) + P(w),    P(c v) = c P(v)

for real velocity vectors v, w and a real number c. The velocity occurs in P only through the factors v_a, so the first identity is distributivity and the second takes c out of the sum and past −i, the step `smul_comm`. In particular P vanishes for nuclei at rest. No differentiability is assumed here: the argument works whatever matrices stand for ∂_a B and ∂_a C. Where an entry is not differentiable Lean sets `fderiv` to zero, so P is still defined and the statement remains true, but it then describes no physical coupling.

## The equation of motion for the pseudo state

```lean
/-- With `χ'` the time derivative of `T ψ`, the residuals of the two equations of motion obey
`i S ψ' - (T† H T + P) ψ = T† (i χ' - H T ψ)`. -/
theorem residual_identity (H : Matrix n n ℂ) (hB : MatDifferentiableAt B (R t))
    (hC : MatDifferentiableAt C (R t)) (hR : HasDerivAt R v t) (hψ : HasDerivAt ψ ψ' t)
    (hχ : HasDerivAt (fun s => transform B C (R s) *ᵥ ψ s) χ' t) :
    I • (overlap B C (R t) *ᵥ ψ')
        - ((transform B C (R t))ᴴ * H * transform B C (R t) + coupling B C (R t) v) *ᵥ ψ t
      = (transform B C (R t))ᴴ *ᵥ (I • χ' - H *ᵥ (transform B C (R t) *ᵥ ψ t)) := by
  -- (T ψ)' = T' ψ + T ψ'
  have hd : χ' = transformRate B C (R t) v *ᵥ ψ t + transform B C (R t) *ᵥ ψ' :=
    hχ.unique (hasDerivAt_mulVec (hasMatDerivAt_transform hB hC hR) hψ)
  -- P = -i T† T'
  have hP : coupling B C (R t) v
      = (-I) • ((transform B C (R t))ᴴ * transformRate B C (R t) v) := by
    simp only [coupling, transformRate, Matrix.mul_sum, Matrix.mul_smul]
  rw [hd, hP]
  simp only [overlap, Matrix.add_mulVec, Matrix.smul_mulVec, ← Matrix.mulVec_mulVec,
    Matrix.mulVec_sub, Matrix.mulVec_add, Matrix.mulVec_smul]
  module
```

H is any complex n × n matrix, standing for the Hamiltonian at time t. It is not required to be Hermitian, and how it depends on time, on R or on an electron density plays no part, because only its value at t enters. As before, B and C are differentiable at R(t) and the path has velocity v at t. The hypothesis `hψ` says that ψ has derivative ψ' at t, and `hχ` says that χ' is the derivative of s ↦ T(R(s))ψ(s) at t. Differentiability of ψ is assumed and not derived. For singular T it does not follow from that of Tψ: with one basis function, one channel, B = −1 and C = 1, T is zero and Tψ is constant whatever ψ does. This choice is allowed by the hypotheses but is not a physical PAW transformation. With T, S, P and ψ taken at time t, the conclusion is

    i S ψ' − (T†HT + P) ψ = T† (i χ' − H T ψ).

The argument has three steps. The product rule and the result for T give

    χ' = Ṫψ + Tψ'.

Taking T† out of the sum that defines P gives

    P = −i T†Ṫ.

Expanding the right-hand side of the claim,

    T† (i χ' − HTψ) = i T†Ṫψ + i T†Tψ' − T†HTψ = −Pψ + i Sψ' − T†HTψ,

which is the left-hand side. In the proof `hd` is the first step: `hasDerivAt_mulVec` supplies one derivative of Tψ, `hχ` another, and `unique` equates them. `hP` is the second step. After substitution `simp only` writes both sides as combinations of the vectors T†(Tψ'), T†(H(Tψ)) and T†(Ṫψ), and `module` compares their coefficients.

```lean
/-- Time-dependent PAW equation with moving nuclei: if `i (T ψ)' = H T ψ`, then
`i T† T ψ' = (T† H T + P) ψ`. -/
theorem paw_equation_of_motion (H : Matrix n n ℂ) (hB : MatDifferentiableAt B (R t))
    (hC : MatDifferentiableAt C (R t)) (hR : HasDerivAt R v t) (hψ : HasDerivAt ψ ψ' t)
    (hχ : HasDerivAt (fun s => transform B C (R s) *ᵥ ψ s) χ' t)
    (hS : I • χ' = H *ᵥ (transform B C (R t) *ᵥ ψ t)) :
    I • (overlap B C (R t) *ᵥ ψ')
      = ((transform B C (R t))ᴴ * H * transform B C (R t) + coupling B C (R t) v) *ᵥ ψ t := by
  have h := residual_identity H hB hC hR hψ hχ
  rw [hS, sub_self, Matrix.mulVec_zero] at h
  exact sub_eq_zero.1 h
```

One hypothesis is added, `hS`, the Schrödinger equation for the physical state at time t:

    i χ' = H T ψ.

The bracket on the right of the residual identity is then zero, T† applied to zero is zero, and

    i S ψ' = (T†HT + P) ψ.

The `rw` line makes these three replacements, and `sub_eq_zero` turns a vanishing difference into an equation. T need not be invertible for this direction. The theorem relates derivatives at a single time. It does not address existence of solutions, the discretisation of the time step, or the forces that determine R. For Ehrenfest-type dynamics in a fixed finite basis, it identifies the term that a propagator for one pseudo state carries in addition to T†HT when the nuclei move.

## The converse for invertible T

```lean
/-- If `T` is invertible at the current geometry, `i (T ψ)' = H T ψ` holds exactly when
`i T† T ψ' = (T† H T + P) ψ` does. -/
theorem paw_equation_iff (H : Matrix n n ℂ) (hB : MatDifferentiableAt B (R t))
    (hC : MatDifferentiableAt C (R t)) (hR : HasDerivAt R v t) (hψ : HasDerivAt ψ ψ' t)
    (hχ : HasDerivAt (fun s => transform B C (R s) *ᵥ ψ s) χ' t)
    (hT : IsUnit (transform B C (R t)).det) :
    I • χ' = H *ᵥ (transform B C (R t) *ᵥ ψ t) ↔
      I • (overlap B C (R t) *ᵥ ψ')
        = ((transform B C (R t))ᴴ * H * transform B C (R t) + coupling B C (R t) v) *ᵥ ψ t := by
  refine ⟨paw_equation_of_motion H hB hC hR hψ hχ, fun hpaw => ?_⟩
  have h := residual_identity H hB hC hR hψ hχ
  rw [hpaw, sub_self] at h
  have hu : IsUnit ((transform B C (R t))ᴴ).det := by
    rw [Matrix.det_conjTranspose]
    exact hT.star
  -- T† has trivial kernel
  have inj : ∀ r : n → ℂ, (transform B C (R t))ᴴ *ᵥ r = 0 → r = 0 := by
    intro r hr
    calc r = ((transform B C (R t))ᴴ)⁻¹ *ᵥ ((transform B C (R t))ᴴ *ᵥ r) := by
          rw [Matrix.mulVec_mulVec, Matrix.nonsing_inv_mul _ hu, Matrix.one_mulVec]
      _ = 0 := by rw [hr, Matrix.mulVec_zero]
  exact sub_eq_zero.1 (inj _ h.symm)
```

`IsUnit (transform B C (R t)).det` says that det T ≠ 0 at the current geometry. Physically, no nonzero pseudo state is mapped to zero, so pseudo and physical states correspond one to one. This is assumed, not deduced from properties of B and C. Under it the two equations of motion are equivalent, `↔`. The forward direction is the previous theorem. For the converse, the PAW equation makes the left side of the residual identity vanish, so with r = iχ' − HTψ,

    T† r = 0.

The determinant of T† is the complex conjugate of det T and hence nonzero, which is `hu`. Then

    r = (T†)⁻¹ T† r = 0,

which is the `calc` chain inside `inj`, stated for an arbitrary vector r and applied to the residual in the last line.

## The anti-Hermitian part of P and the rate of change of S

```lean
/-- Along the trajectory the overlap `S = T† T` has time derivative `i (P - P†)`. -/
theorem hasMatDerivAt_overlap (hB : MatDifferentiableAt B (R t))
    (hC : MatDifferentiableAt C (R t)) (hR : HasDerivAt R v t) :
    HasMatDerivAt (fun s => overlap B C (R s))
      (I • (coupling B C (R t) v - (coupling B C (R t) v)ᴴ)) t := by
  have hT := hasMatDerivAt_transform hB hC hR
  have h := hasMatDerivAt_mul (hasMatDerivAt_adjoint hT) hT
  have hP : coupling B C (R t) v
      = (-I) • ((transform B C (R t))ᴴ * transformRate B C (R t) v) := by
    simp only [coupling, transformRate, Matrix.mul_sum, Matrix.mul_smul]
  have hs : star (-I) = I := by simp
  have h1 : I * -I = 1 := by simp
  -- i (P - P†) = T'† T + T† T'
  have key : I • (coupling B C (R t) v - (coupling B C (R t) v)ᴴ)
      = (transformRate B C (R t) v)ᴴ * transform B C (R t)
        + (transform B C (R t))ᴴ * transformRate B C (R t) v := by
    rw [hP, Matrix.conjTranspose_smul, Matrix.conjTranspose_mul,
      Matrix.conjTranspose_conjTranspose, hs, smul_sub, smul_smul, smul_smul, h1,
      Complex.I_mul_I]
    module
  rw [key]
  exact h

end

end MovingNucleiPAW
```

No state and no Hamiltonian appear. If B and C are differentiable at R(t) and the path has velocity v at t, then at that time

    d/dt S(R(t)) = i (P − P†).

By hand, the adjoint and product rules give d/dt (T†T) = Ṫ†T + T†Ṫ, which is `h`. From P = −i T†Ṫ the adjoint is P† = i Ṫ†T, since conjugation turns −i into i (`hs`) and the adjoint reverses the product. Therefore

    i (P − P†) = i(−i) T†Ṫ − i·i Ṫ†T = T†Ṫ + Ṫ†T,

with i(−i) = 1 (`h1`) and i·i = −1 (`Complex.I_mul_I`). This is `key`, where `module` again matches the two terms. The formula shows that P is Hermitian at time t exactly when the overlap matrix is stationary at that time.

```lean
#print axioms MovingNucleiPAW.coupling_linear
-- 'MovingNucleiPAW.coupling_linear' depends on axioms: [propext, Classical.choice, Quot.sound]
#print axioms MovingNucleiPAW.paw_equation_of_motion
-- 'MovingNucleiPAW.paw_equation_of_motion' depends on axioms: [propext, Classical.choice, Quot.sound]
#print axioms MovingNucleiPAW.paw_equation_iff
-- 'MovingNucleiPAW.paw_equation_iff' depends on axioms: [propext, Classical.choice, Quot.sound]
#print axioms MovingNucleiPAW.hasMatDerivAt_overlap
-- 'MovingNucleiPAW.hasMatDerivAt_overlap' depends on axioms: [propext, Classical.choice, Quot.sound]
```
